# The ground-state energy of a finite real symmetric Hamiltonian as an attained lower bound

The theorem `groundEnergy_spec` is the variational principle for a Hamiltonian given as a real symmetric matrix `A` over a finite, nonempty index set. It says that `groundEnergy A`, defined as the infimum of the real eigenvalues, is itself an eigenvalue, and that `groundEnergy A * (w ⬝ᵥ w) ≤ w ⬝ᵥ A *ᵥ w` for every real vector `w`. The vectors need not be normalised; for nonzero `w`, dividing by `w ⬝ᵥ w` gives the usual bound on the mean energy. For the first part, the attempt argues that the set of eigenvalues is finite and nonempty, and so contains its infimum. For the second, it subtracts `groundEnergy A` times the identity from `A` and shows that the resulting matrix has no negative eigenvalue, hence is positive semidefinite.

The failing Lean file:

```lean
import Mathlib

open Matrix

namespace LatticeFixedNodeQuadratic

noncomputable section

variable {ι : Type*} [Fintype ι]

/-- The infimum of the real eigenvalues of a real matrix, equal to `0` if there are none. -/
def groundEnergy (A : Matrix ι ι ℝ) : ℝ :=
  sInf {E | ∃ v : ι → ℝ, v ≠ 0 ∧ A *ᵥ v = E • v}

variable [DecidableEq ι]

/-- For a symmetric matrix of nonzero size, `groundEnergy` is an eigenvalue, and `groundEnergy`
times the squared norm of a vector is at most the energy form in that vector. -/
theorem groundEnergy_spec [Nonempty ι] {A : Matrix ι ι ℝ} (hA : A.IsSymm) :
    (∃ v : ι → ℝ, v ≠ 0 ∧ A *ᵥ v = groundEnergy A • v) ∧
      ∀ w : ι → ℝ, groundEnergy A * (w ⬝ᵥ w) ≤ w ⬝ᵥ A *ᵥ w := by
  have key : ∀ (B : Matrix ι ι ℝ) (hB : B.IsHermitian) (j : ι),
      ∃ v : ι → ℝ, v ≠ 0 ∧ B *ᵥ v = hB.eigenvalues j • v := fun B hB j =>
    ⟨(hB.eigenvectorBasis j).ofLp, fun h => hB.eigenvectorBasis.orthonormal.ne_zero j
      (PiLp.ext fun i => congrFun h i), hB.mulVec_eigenvectorBasis j⟩
  have hfin : {E | ∃ v : ι → ℝ, v ≠ 0 ∧ A *ᵥ v = E • v}.Finite := by
    refine (Module.End.finite_hasEigenvalue (Matrix.toLin' A)).subset ?_
    rintro μ ⟨v, hv, h⟩
    exact Module.End.hasEigenvalue_of_hasEigenvector (x := v)
      ⟨Module.End.mem_eigenspace_iff.mpr (by rw [Matrix.toLin'_apply]; exact h), hv⟩
  have hA' : A.IsHermitian := (Matrix.conjTranspose_eq_transpose_of_trivial A).trans hA
  refine ⟨Set.Nonempty.csInf_mem ⟨_, key A hA' (Classical.arbitrary ι)⟩ hfin, fun w => ?_⟩
  -- the matrix shifted by its lowest eigenvalue has no negative eigenvalue
  let D : Matrix ι ι ℝ := Matrix.diagonal fun _ => groundEnergy A
  have hD : ∀ v : ι → ℝ, D *ᵥ v = groundEnergy A • v := fun v => by
    funext x
    simp [D, Matrix.mulVec_diagonal]
  have hB : (A - D).IsHermitian := (Matrix.conjTranspose_eq_transpose_of_trivial _).trans
    (hA.sub (Matrix.isSymm_diagonal _))
  have hpsd : (A - D).PosSemidef := hB.posSemidef_iff_eigenvalues_nonneg.mpr fun j => by
    obtain ⟨u, hu, h⟩ := key _ hB j
    rw [Matrix.sub_mulVec, hD, sub_eq_iff_eq_add, ← add_smul] at h
    have hle : groundEnergy A ≤ hB.eigenvalues j + groundEnergy A :=
      csInf_le hfin.bddBelow ⟨u, hu, h⟩
    change 0 ≤ hB.eigenvalues j
    linarith
  have h := hpsd.dotProduct_mulVec_nonneg w
  rw [star_trivial, Matrix.sub_mulVec, hD, dotProduct_sub, dotProduct_smul, smul_eq_mul] at h
  linarith

end

end LatticeFixedNodeQuadratic
```

The compiler's answer:

```
Main.lean:26:49: error: typeclass instance problem is stuck
  HSMul ?m.140 (ι → ℝ) (ι → ℝ)

Note: Lean will not try to resolve this typeclass instance problem because the first type argument to `HSMul` is a metavariable. This argument must be fully determined before Lean will try to resolve the typeclass.

Hint: Adding type annotations and supplying implicit arguments to functions can give Lean more information for typeclass resolution. For example, if you have a variable `x` that you intend to be a `Nat`, but Lean reports it as having an unresolved type like `?m`, replacing `x` with `(x : Nat)` can get typeclass resolution un-stuck.
```

This version goes through:

```diff
@@ -24,5 +24,5 @@
     ⟨(hB.eigenvectorBasis j).ofLp, fun h => hB.eigenvectorBasis.orthonormal.ne_zero j
       (PiLp.ext fun i => congrFun h i), hB.mulVec_eigenvectorBasis j⟩
-  have hfin : {E | ∃ v : ι → ℝ, v ≠ 0 ∧ A *ᵥ v = E • v}.Finite := by
+  have hfin : {E : ℝ | ∃ v : ι → ℝ, v ≠ 0 ∧ A *ᵥ v = E • v}.Finite := by
     refine (Module.End.finite_hasEigenvalue (Matrix.toLin' A)).subset ?_
     rintro μ ⟨v, hv, h⟩
@@ -30,5 +30,7 @@
       ⟨Module.End.mem_eigenspace_iff.mpr (by rw [Matrix.toLin'_apply]; exact h), hv⟩
   have hA' : A.IsHermitian := (Matrix.conjTranspose_eq_transpose_of_trivial A).trans hA
-  refine ⟨Set.Nonempty.csInf_mem ⟨_, key A hA' (Classical.arbitrary ι)⟩ hfin, fun w => ?_⟩
+  have hne : {E : ℝ | ∃ v : ι → ℝ, v ≠ 0 ∧ A *ᵥ v = E • v}.Nonempty :=
+    ⟨hA'.eigenvalues (Classical.arbitrary ι), key A hA' (Classical.arbitrary ι)⟩
+  refine ⟨hne.csInf_mem hfin, fun w => ?_⟩
   -- the matrix shifted by its lowest eigenvalue has no negative eigenvalue
   let D : Matrix ι ι ℝ := Matrix.diagonal fun _ => groundEnergy A
```

Diagnosis. The error is in the statement of `hfin`, at `E • v`. The set there is written `{E | ...}`, with no type for `E`. Lean knows that `v` and the result of `E • v` have type `ι → ℝ`, but this does not settle the type of the scalar, since scalars of other types can also act on such vectors. The scalar type stays unknown, shown as `?m.140`, and Lean will not search for the `HSMul` instance. The same set causes no trouble in the definition of `groundEnergy`, because there its infimum must be a real number, which makes `E` real. In `hfin`, `.Finite` gives no such information. Writing `{E : ℝ | ...}` supplies the missing type and cures the error.

The diff also moves the proof that the set is nonempty into a separate `hne`, with the set and the eigenvalue written out. No message concerns that step, so nothing here shows that this second change was needed.
